# The second-order gradient exchange energy of spin-polarized hydrogen in closed form

For the hydrogen density n(r) = exp(−2r)/π, taken as fully spin-polarized, the local exchange energy with enhancement factor 1 + μs² comes out in hartree as

E(μ) = −(81/256) 6^(1/3) π^(−2/3) − μ (81/32) 6^(−1/3) π^(−4/3)

for every real μ. Here s = |n′| / (2 (6π²n)^(1/3) n) is the reduced gradient. At μ = 10/81 the gradient part is −(5/16) 6^(−1/3) π^(−4/3). I can get this by hand, but s grows without bound far from the nucleus, so I would like to see the convergence made rigorous and the whole calculation machine-checked. Can that be done?

## Two exponential integrals give the energy

Yes, and for any nuclear charge Z > 0: the density n(r) = Z³ exp(−2Zr)/π gives Z times the hydrogen value.

Since n′ = −2Zn, the reduced gradient is s = Z/(6π²n)^(1/3). The cube root equals (6π)^(1/3) Z exp(−2Zr/3), so

s = (6π)^(−1/3) exp(2Zr/3).

The local energy density is −(3/4)(6/π)^(1/3) n^(4/3), with n^(4/3) = Z⁴ π^(−4/3) exp(−8Zr/3). Multiplying by 4πr² gives the local integrand

−3 · 6^(1/3) π^(−2/3) Z⁴ r² exp(−8Zr/3).

The factor μs² = μ (6π)^(−2/3) exp(4Zr/3) turns this into the gradient integrand

−3μ · 6^(−1/3) π^(−4/3) Z⁴ r² exp(−4Zr/3).

The growth of s² only halves the decay rate, so both integrals converge. For b > 0,

∫₀^∞ r² exp(−br) dr = 2/b³.

With b = 8Z/3 this is 27/(256Z³), and with b = 4Z/3 it is 27/(32Z³). Multiplying by the prefactors gives the coefficients 81/256 and 81/32, each times Z. At μ = 10/81 the second becomes 10/32 = 5/16.

### What the Lean definitions and theorems say

`density Z` is the hydrogenic density in atomic units. `reducedGradient` and `localExchange` accept any radial function `n : ℝ → ℝ`, and the former uses its actual derivative, `deriv n r`. The factor 6π² is the fully polarized convention. `exchangeEnergy` and `gradientEnergy` integrate over `Ioi 0`, that is, r > 0.

`exchangeEnergy_density` is the closed form for all Z > 0 and real μ, and `exchange_integrable` establishes convergence. `gradientEnergy_ten_eightyone` gives the gradient part at μ = 10/81, the second-order coefficient for exchange in a slowly varying electron gas. That coefficient, the functional and the density are inputs, not derived from the Schrödinger equation.

Two theorems go further. `exchangeEnergy_ten_eightyone_gt` puts the energy at μ = 10/81 strictly above −5Z/16, which textbook theory identifies as the exact exchange energy of this one-electron ion. `fourth_order_not_integrable` shows that an s⁴ term has no finite energy here: with coefficient 1 its integrand is a negative constant times r², and any other nonzero coefficient only rescales it.

For this one-electron density and this one-parameter enhancement factor, the closed form supplies a reference value for checking the radial quadrature of a semilocal exchange code.

```lean
import Mathlib

open MeasureTheory Set
open scoped Real

namespace HydrogenExchangeGradientExpansion

noncomputable section

/-- The ground-state density of a one-electron ion with nuclear charge `Z`, in atomic units. -/
def density (Z r : ℝ) : ℝ := Z ^ 3 * Real.exp (-2 * Z * r) / π

/-- The reduced density gradient `s` of a fully spin-polarized radial density. -/
def reducedGradient (n : ℝ → ℝ) (r : ℝ) : ℝ :=
  |deriv n r| / (2 * (6 * π ^ 2 * n r) ^ (1 / 3 : ℝ) * n r)

/-- The local exchange energy per volume of a fully spin-polarized density. -/
def localExchange (n : ℝ → ℝ) (r : ℝ) : ℝ :=
  -(3 / 4) * (6 / π) ^ (1 / 3 : ℝ) * n r ^ (4 / 3 : ℝ)

/-- The exchange energy with enhancement factor `1 + μ s²`. -/
def exchangeEnergy (μ : ℝ) (n : ℝ → ℝ) : ℝ :=
  ∫ r in Ioi (0 : ℝ), 4 * π * r ^ 2 * (localExchange n r * (1 + μ * reducedGradient n r ^ 2))

/-- The part of the exchange energy that comes from the term `μ s²`. -/
def gradientEnergy (μ : ℝ) (n : ℝ → ℝ) : ℝ :=
  ∫ r in Ioi (0 : ℝ), 4 * π * r ^ 2 * (localExchange n r * (μ * reducedGradient n r ^ 2))

private lemma third_power {x : ℝ} (hx : 0 ≤ x) (k : ℕ) (e : ℝ) (he : e = -((k : ℝ) / 3)) :
    x ^ e = ((x ^ (1 / 3 : ℝ)) ^ k)⁻¹ := by
  rw [he, ← Real.rpow_natCast, ← Real.rpow_mul hx, ← Real.rpow_neg hx]
  congr 1
  ring

private lemma third_cube {x : ℝ} (hx : 0 ≤ x) : (x ^ (1 / 3 : ℝ)) ^ 3 = x := by
  rw [← Real.rpow_natCast, ← Real.rpow_mul hx]
  norm_num

private lemma cube_rpow {x : ℝ} (hx : 0 ≤ x) (k : ℕ) : (x ^ 3) ^ ((k : ℝ) / 3) = x ^ k := by
  rw [← Real.rpow_natCast x 3, ← Real.rpow_mul hx, ← Real.rpow_natCast x k]
  congr 1
  push_cast
  ring

private lemma density_cube (Z r : ℝ) :
    density Z r = (Z * Real.exp (-(2 * Z * r / 3))) ^ 3 / π := by
  have e : Real.exp (-2 * Z * r) = Real.exp (-(2 * Z * r / 3)) ^ 3 := by
    rw [← Real.exp_nat_mul]
    congr 1
    push_cast
    ring
  rw [density, e]
  ring

/-- The hydrogenic density decays at the relative rate `2Z`. -/
theorem hasDerivAt_density (Z r : ℝ) :
    HasDerivAt (density Z) (-2 * Z * density Z r) r := by
  have h : HasDerivAt (density Z) _ r :=
    (((hasDerivAt_id r).const_mul (-2 * Z)).exp.const_mul (Z ^ 3)).div_const π
  refine h.congr_deriv ?_
  simp only [density, id_eq]
  ring

/-- The reduced gradient of the hydrogenic density grows exponentially with the distance
from the nucleus. -/
theorem reducedGradient_density {Z : ℝ} (hZ : 0 < Z) (r : ℝ) :
    reducedGradient (density Z) r = (6 * π) ^ (-1 / 3 : ℝ) * Real.exp (2 * Z * r / 3) := by
  have hn : 0 < density Z r := by unfold density; positivity
  have hc : 0 < (6 * π) ^ (1 / 3 : ℝ) := by positivity
  have h1 : (6 * π ^ 2 * density Z r) ^ (1 / 3 : ℝ)
      = (6 * π) ^ (1 / 3 : ℝ) * (Z * Real.exp (-(2 * Z * r / 3))) := by
    have hx : 0 ≤ Z * Real.exp (-(2 * Z * r / 3)) := by positivity
    have h3 := cube_rpow hx 1
    rw [Nat.cast_one, pow_one] at h3
    have h4 : 6 * π ^ 2 * density Z r
        = (6 * π) * (Z * Real.exp (-(2 * Z * r / 3))) ^ 3 := by
      rw [density_cube]
      field_simp
    rw [h4, Real.mul_rpow (by positivity) (pow_nonneg hx 3), h3]
  have habs : |-2 * Z * density Z r| = 2 * Z * density Z r := by
    rw [show -2 * Z * density Z r = -(2 * Z * density Z r) by ring, abs_neg,
      abs_of_pos (by positivity)]
  rw [reducedGradient, (hasDerivAt_density Z r).deriv, habs, h1, Real.exp_neg,
    third_power (by positivity : (0 : ℝ) ≤ 6 * π) 1 (-1 / 3) (by norm_num), pow_one]
  field_simp

private lemma local_weight {Z : ℝ} (hZ : 0 < Z) (r : ℝ) :
    4 * π * r ^ 2 * localExchange (density Z) r
      = -(3 * 6 ^ (1 / 3 : ℝ) * π ^ (-2 / 3 : ℝ) * Z ^ 4)
        * (r ^ 2 * Real.exp (-(8 * Z / 3 * r))) := by
  have hx : 0 ≤ Z * Real.exp (-(2 * Z * r / 3)) := by positivity
  have h4 := cube_rpow hx 4
  rw [show ((4 : ℕ) : ℝ) = 4 by norm_num] at h4
  have hE : Real.exp (-(8 * Z / 3 * r)) = Real.exp (-(2 * Z * r / 3)) ^ 4 := by
    rw [← Real.exp_nat_mul]
    congr 1
    push_cast
    ring
  have hq : π ^ (4 / 3 : ℝ) = (π ^ (1 / 3 : ℝ)) ^ 4 := by
    rw [← Real.rpow_natCast, ← Real.rpow_mul Real.pi_pos.le]
    norm_num
  have hp := third_cube Real.pi_pos.le
  have hp0 : 0 < π ^ (1 / 3 : ℝ) := by positivity
  rw [localExchange, density_cube, Real.div_rpow (pow_nonneg hx 3) Real.pi_pos.le, h4, hE, hq,
    Real.div_rpow (by norm_num : (0 : ℝ) ≤ 6) Real.pi_pos.le,
    third_power Real.pi_pos.le 2 (-2 / 3) (by norm_num)]
  -- all powers of π are now powers of its cube root p
  obtain ⟨p, hpd⟩ : ∃ p, p = π ^ (1 / 3 : ℝ) := ⟨_, rfl⟩
  rw [← hpd] at hp hp0 ⊢
  rw [← hp]
  field_simp

private lemma gradient_weight {Z : ℝ} (hZ : 0 < Z) (μ r : ℝ) :
    4 * π * r ^ 2 * (localExchange (density Z) r * (μ * reducedGradient (density Z) r ^ 2))
      = -(μ * (3 * 6 ^ (-1 / 3 : ℝ) * π ^ (-4 / 3 : ℝ) * Z ^ 4))
        * (r ^ 2 * Real.exp (-(4 * Z / 3 * r))) := by
  have hE : Real.exp (-(4 * Z / 3 * r))
      = Real.exp (-(8 * Z / 3 * r)) * Real.exp (2 * Z * r / 3) ^ 2 := by
    rw [← Real.exp_nat_mul, ← Real.exp_add]
    congr 1
    push_cast
    ring
  have hc : (6 : ℝ) ^ (1 / 3 : ℝ) * π ^ (-2 / 3 : ℝ) * ((6 * π) ^ (-1 / 3 : ℝ)) ^ 2
      = 6 ^ (-1 / 3 : ℝ) * π ^ (-4 / 3 : ℝ) := by
    have ha : 0 < (6 : ℝ) ^ (1 / 3 : ℝ) := by positivity
    have hp : 0 < π ^ (1 / 3 : ℝ) := by positivity
    rw [Real.mul_rpow (by norm_num : (0 : ℝ) ≤ 6) Real.pi_pos.le,
      third_power Real.pi_pos.le 2 (-2 / 3) (by norm_num),
      third_power Real.pi_pos.le 1 (-1 / 3) (by norm_num),
      third_power Real.pi_pos.le 4 (-4 / 3) (by norm_num),
      third_power (by norm_num : (0 : ℝ) ≤ 6) 1 (-1 / 3) (by norm_num)]
    generalize (6 : ℝ) ^ (1 / 3 : ℝ) = a at ha ⊢
    generalize π ^ (1 / 3 : ℝ) = p at hp ⊢
    field_simp
  rw [← mul_assoc, local_weight hZ, reducedGradient_density hZ, hE]
  linear_combination (-(3 * μ * Z ^ 4 * r ^ 2 * Real.exp (-(8 * Z / 3 * r))
    * Real.exp (2 * Z * r / 3) ^ 2)) * hc

private lemma radial_moment {b : ℝ} (hb : 0 < b) :
    ∫ r in Ioi (0 : ℝ), r ^ 2 * Real.exp (-(b * r)) = 2 / b ^ 3 := by
  have h := Real.integral_rpow_mul_exp_neg_mul_Ioi (a := ((2 : ℕ) : ℝ) + 1) (r := b)
    (by positivity) hb
  rw [Real.Gamma_nat_eq_factorial, add_sub_cancel_right,
    show ((2 : ℕ) : ℝ) + 1 = ((3 : ℕ) : ℝ) by norm_num] at h
  simp only [Real.rpow_natCast] at h
  rw [h, show ((Nat.factorial 2 : ℕ) : ℝ) = 2 by norm_num [Nat.factorial]]
  field_simp

private lemma radial_integrable {b : ℝ} (hb : 0 < b) :
    IntegrableOn (fun r : ℝ => r ^ 2 * Real.exp (-(b * r))) (Ioi 0) := by
  by_contra h
  have h0 := integral_undef h
  rw [radial_moment hb] at h0
  have h1 : 2 / b ^ 3 ≠ 0 := by positivity
  exact h1 h0

/-- The second-order exchange energy density of the hydrogenic density is integrable
over space. -/
theorem exchange_integrable {Z : ℝ} (hZ : 0 < Z) (μ : ℝ) :
    IntegrableOn (fun r => 4 * π * r ^ 2 * (localExchange (density Z) r
      * (1 + μ * reducedGradient (density Z) r ^ 2))) (Ioi 0) := by
  have e : ∀ r, 4 * π * r ^ 2 * (localExchange (density Z) r
      * (1 + μ * reducedGradient (density Z) r ^ 2)) = _ + _ := fun r => by
    rw [mul_add, mul_one, mul_add, local_weight hZ r, gradient_weight hZ μ r]
  simp only [e]
  exact Integrable.add
    (Integrable.const_mul (radial_integrable (b := 8 * Z / 3) (by positivity)) _)
    (Integrable.const_mul (radial_integrable (b := 4 * Z / 3) (by positivity)) _)

/-- The gradient part of the hydrogenic exchange energy is linear in `μ` and in `Z`. -/
theorem gradientEnergy_density {Z : ℝ} (hZ : 0 < Z) (μ : ℝ) :
    gradientEnergy μ (density Z)
      = -(μ * (81 / 32) * 6 ^ (-1 / 3 : ℝ) * π ^ (-4 / 3 : ℝ)) * Z := by
  have k : Z ^ 4 * (2 / (4 * Z / 3) ^ 3) = 27 / 32 * Z := by
    field_simp
    ring
  simp only [gradientEnergy, gradient_weight hZ]
  rw [integral_const_mul, radial_moment (by positivity)]
  linear_combination (-(3 * μ * 6 ^ (-1 / 3 : ℝ) * π ^ (-4 / 3 : ℝ))) * k

/-- The spin-polarized second-order exchange energy of the hydrogenic density, for any
gradient coefficient `μ`; hydrogen is the case `Z = 1`. -/
theorem exchangeEnergy_density {Z : ℝ} (hZ : 0 < Z) (μ : ℝ) :
    exchangeEnergy μ (density Z)
      = (-(81 / 256) * 6 ^ (1 / 3 : ℝ) * π ^ (-2 / 3 : ℝ)
        - μ * (81 / 32) * 6 ^ (-1 / 3 : ℝ) * π ^ (-4 / 3 : ℝ)) * Z := by
  have k : Z ^ 4 * (2 / (8 * Z / 3) ^ 3) = 27 / 256 * Z := by
    field_simp
    ring
  have hg := gradientEnergy_density hZ μ
  simp only [gradientEnergy, gradient_weight hZ] at hg
  -- split the energy into its local and gradient parts
  simp only [exchangeEnergy, mul_add, mul_one, local_weight hZ, gradient_weight hZ]
  rw [integral_add
    (Integrable.const_mul (radial_integrable (b := 8 * Z / 3) (by positivity)) _)
    (Integrable.const_mul (radial_integrable (b := 4 * Z / 3) (by positivity)) _),
    hg, integral_const_mul, radial_moment (by positivity)]
  linear_combination (-(3 * 6 ^ (1 / 3 : ℝ) * π ^ (-2 / 3 : ℝ))) * k

/-- The gradient part of the hydrogenic exchange energy at the coefficient `μ = 10/81`. -/
theorem gradientEnergy_ten_eightyone {Z : ℝ} (hZ : 0 < Z) :
    gradientEnergy (10 / 81) (density Z)
      = -(5 / 16) * 6 ^ (-1 / 3 : ℝ) * π ^ (-4 / 3 : ℝ) * Z := by
  rw [gradientEnergy_density hZ]
  ring

/-- At `μ = 10/81` the second-order exchange energy lies strictly above `-5Z/16` hartree. -/
theorem exchangeEnergy_ten_eightyone_gt {Z : ℝ} (hZ : 0 < Z) :
    -(5 / 16) * Z < exchangeEnergy (10 / 81) (density Z) := by
  rw [exchangeEnergy_density hZ]
  refine mul_lt_mul_of_pos_right ?_ hZ
  rw [third_power Real.pi_pos.le 2 (-2 / 3) (by norm_num),
    third_power Real.pi_pos.le 4 (-4 / 3) (by norm_num),
    third_power (by norm_num : (0 : ℝ) ≤ 6) 1 (-1 / 3) (by norm_num)]
  have ha := third_cube (by norm_num : (0 : ℝ) ≤ 6)
  have ha0 : 0 < (6 : ℝ) ^ (1 / 3 : ℝ) := by positivity
  have hp := third_cube Real.pi_pos.le
  have hp0 : 0 < π ^ (1 / 3 : ℝ) := by positivity
  generalize (6 : ℝ) ^ (1 / 3 : ℝ) = a at ha ha0 ⊢
  generalize π ^ (1 / 3 : ℝ) = p at hp hp0 ⊢
  -- both parts are powers of t = a / p², and t³ = 6 / π²
  obtain ⟨t, ht⟩ : ∃ t, t = a * (p ^ 2)⁻¹ := ⟨_, rfl⟩
  have ht0 : 0 < t := by rw [ht]; positivity
  have ht3 : t ^ 3 * π ^ 2 = 6 := by
    rw [ht, ← hp, ← ha]
    field_simp
  have hinv : (a ^ 1)⁻¹ * (p ^ 4)⁻¹ = t ^ 2 / 6 := by
    rw [ht, ← ha]
    field_simp
  have hlt : t < 0.86 := by
    by_contra hcon
    have h1 : (0.86 : ℝ) ^ 3 ≤ t ^ 3 := pow_le_pow_left₀ (by norm_num) (not_lt.mp hcon) 3
    have h2 : (3.14 : ℝ) ^ 2 ≤ π ^ 2 :=
      pow_le_pow_left₀ (by norm_num) Real.pi_gt_d2.le 2
    have h3 : (0.86 : ℝ) ^ 3 * 3.14 ^ 2 ≤ t ^ 3 * π ^ 2 :=
      mul_le_mul h1 h2 (by norm_num) (by positivity)
    rw [ht3] at h3
    norm_num at h3
  have hsum : -(81 / 256) * a * (p ^ 2)⁻¹ - 10 / 81 * (81 / 32) * (a ^ 1)⁻¹ * (p ^ 4)⁻¹
      = -(81 / 256) * t - 5 / 96 * t ^ 2 := by
    linear_combination (81 / 256) * ht - (10 / 32) * hinv
  rw [hsum]
  nlinarith

/-- A term in `s⁴` gives an exchange energy density that is not integrable over space for
the hydrogenic density. -/
theorem fourth_order_not_integrable {Z : ℝ} (hZ : 0 < Z) :
    ¬ IntegrableOn (fun r => 4 * π * r ^ 2 * (localExchange (density Z) r
      * reducedGradient (density Z) r ^ 4)) (Ioi 0) := by
  intro h
  obtain ⟨C, hC⟩ : ∃ C, C = 3 * 6 ^ (1 / 3 : ℝ) * π ^ (-2 / 3 : ℝ) * Z ^ 4
      * ((6 * π) ^ (-1 / 3 : ℝ)) ^ 4 := ⟨_, rfl⟩
  have hC0 : 0 < C := by rw [hC]; positivity
  -- the growth of s⁴ cancels the decay of n^(4/3) exactly
  have e : ∀ r, 4 * π * r ^ 2 * (localExchange (density Z) r
      * reducedGradient (density Z) r ^ 4) = -C * r ^ 2 := by
    intro r
    have hE : Real.exp (-(8 * Z / 3 * r)) * Real.exp (2 * Z * r / 3) ^ 4 = 1 := by
      rw [← Real.exp_nat_mul, ← Real.exp_add, ← Real.exp_zero]
      congr 1
      push_cast
      ring
    rw [← mul_assoc, local_weight hZ, reducedGradient_density hZ]
    rw [hC]
    linear_combination (-(3 * 6 ^ (1 / 3 : ℝ) * π ^ (-2 / 3 : ℝ) * Z ^ 4
      * ((6 * π) ^ (-1 / 3 : ℝ)) ^ 4) * r ^ 2) * hE
  simp only [e] at h
  have e2 : (fun r : ℝ => r ^ (2 : ℝ)) = fun r => (-C)⁻¹ * (-C * r ^ 2) := by
    funext r
    rw [Real.rpow_two, inv_mul_cancel_left₀ (neg_ne_zero.mpr hC0.ne')]
  apply not_integrableOn_Ioi_rpow 2
  rw [e2]
  exact Integrable.const_mul h _

end

end HydrogenExchangeGradientExpansion
```

```lean
#print axioms HydrogenExchangeGradientExpansion.exchangeEnergy_density
#print axioms HydrogenExchangeGradientExpansion.gradientEnergy_ten_eightyone
#print axioms HydrogenExchangeGradientExpansion.exchangeEnergy_ten_eightyone_gt
#print axioms HydrogenExchangeGradientExpansion.fourth_order_not_integrable
```

```
'HydrogenExchangeGradientExpansion.exchangeEnergy_density' depends on axioms: [propext, Classical.choice, Quot.sound]
'HydrogenExchangeGradientExpansion.gradientEnergy_ten_eightyone' depends on axioms: [propext, Classical.choice, Quot.sound]
'HydrogenExchangeGradientExpansion.exchangeEnergy_ten_eightyone_gt' depends on axioms: [propext, Classical.choice, Quot.sound]
'HydrogenExchangeGradientExpansion.fourth_order_not_integrable' depends on axioms: [propext, Classical.choice, Quot.sound]
```

### How the proof follows the calculation

`density_cube` writes the density as a cube divided by π, and `cube_rpow` then evaluates its fractional powers. Together with `hasDerivAt_density`, they yield the formula for s in `reducedGradient_density`. `local_weight` and `gradient_weight` are the two integrands above. Their constants are reduced to integer powers of the cube roots of 6 and π, with `third_power` handling the negative exponents, after which `field_simp` can finish the algebra.

`radial_moment` obtains 2/b³ from Mathlib's Gamma integral. `radial_integrable` uses the fact that Lean assigns zero to the integral of a non-integrable function: the value 2/b³ is nonzero, so the function is integrable. This permits `integral_add` to split the energy into its two parts, and `linear_combination` inserts the prefactors.

For the bound, set t = 6^(1/3) π^(−2/3). The energy divided by Z is then

−(81/256) t − (5/96) t².

Since t³π² = 6 and π > 3.14, assuming t ≥ 0.86 would give a product larger than 6. Hence t < 0.86, and `nlinarith` concludes that the expression exceeds −5/16.

For the s⁴ term, the factor exp(8Zr/3) cancels the decay of n^(4/3) exactly. Integrability would therefore carry over to r² on r > 0, which contradicts `not_integrableOn_Ioi_rpow`.
